# Norm, mean square momentum and Compton profile of the hydrogenic 1s momentum density

For an electron in the ground state of hydrogen, with radial momentum density $I(p)=\frac{32}{\pi}\frac{p^2}{(1+p^2)^4}$ in atomic units, the Compton profile at zero momentum is half the integral of $I(p)/p$ over $p>0$; since $p/(1+p^2)^4$ is the derivative of $-\frac{1}{6(1+p^2)^3}$, it equals $\frac12\cdot\frac{32}{\pi}\cdot\frac16=\frac{8}{3\pi}$. The Lean file below takes the density as given, for any nuclear charge $Z>0$, and uses explicit antiderivatives in the same way to find its norm, its mean square momentum and its Compton profile at every real momentum.

```lean
import Mathlib

open MeasureTheory Set Filter
open scoped Topology Real

namespace HydrogenMomentum

noncomputable section

/-- The 1s radial momentum density `I(p)` for nuclear charge `Z > 0`, in atomic units. -/
def momentumDensity (Z p : ℝ) : ℝ := 32 * Z ^ 5 * p ^ 2 / (π * (Z ^ 2 + p ^ 2) ^ 4)

/-- The Compton profile for `Z > 0`: half the integral of `I(p)/p` over momenta `p > |q|`. -/
def comptonProfile (Z q : ℝ) : ℝ := 1 / 2 * ∫ p in Ioi |q|, momentumDensity Z p / p

/-- A family of antiderivatives for rational functions of momentum, for `Z > 0`. -/
def primitive (Z a b c d p : ℝ) : ℝ :=
  a * Real.arctan (p / Z) + b * (p / (Z ^ 2 + p ^ 2)) + c * (p / (Z ^ 2 + p ^ 2) ^ 2)
    + d * (p / (Z ^ 2 + p ^ 2) ^ 3)

/-- The derivative of the family `primitive` with respect to momentum, for `Z > 0`. -/
theorem primitive_hasDerivAt {Z : ℝ} (hZ : 0 < Z) (a b c d p : ℝ) :
    HasDerivAt (primitive Z a b c d)
      (a * (Z / (Z ^ 2 + p ^ 2)) + b * ((Z ^ 2 - p ^ 2) / (Z ^ 2 + p ^ 2) ^ 2)
        + c * ((Z ^ 2 - 3 * p ^ 2) / (Z ^ 2 + p ^ 2) ^ 3)
        + d * ((Z ^ 2 - 5 * p ^ 2) / (Z ^ 2 + p ^ 2) ^ 4)) p := by
  have hu : Z ^ 2 + p ^ 2 ≠ 0 := by positivity
  have h0 : HasDerivAt (fun x => Z ^ 2 + x ^ 2) (2 * p) p := by
    simpa using (hasDerivAt_pow 2 p).const_add (Z ^ 2)
  have ha : HasDerivAt (fun x => Real.arctan (x / Z)) (Z / (Z ^ 2 + p ^ 2)) p := by
    refine ((hasDerivAt_id' p).div_const Z).arctan.congr_deriv ?_
    rw [show 1 + (p / Z) ^ 2 = (Z ^ 2 + p ^ 2) / Z ^ 2 by field_simp]
    field_simp
  have h1 : HasDerivAt (fun x => x / (Z ^ 2 + x ^ 2))
      ((Z ^ 2 - p ^ 2) / (Z ^ 2 + p ^ 2) ^ 2) p :=
    ((hasDerivAt_id' p).fun_div h0 hu).congr_deriv (by congr 1; ring)
  have h2 : HasDerivAt (fun x => x / (Z ^ 2 + x ^ 2) ^ 2)
      ((Z ^ 2 - 3 * p ^ 2) / (Z ^ 2 + p ^ 2) ^ 3) p := by
    refine ((hasDerivAt_id' p).fun_div (h0.fun_pow 2) (pow_ne_zero 2 hu)).congr_deriv ?_
    rw [div_eq_div_iff (by positivity) (by positivity)]
    push_cast
    ring
  have h3 : HasDerivAt (fun x => x / (Z ^ 2 + x ^ 2) ^ 3)
      ((Z ^ 2 - 5 * p ^ 2) / (Z ^ 2 + p ^ 2) ^ 4) p := by
    refine ((hasDerivAt_id' p).fun_div (h0.fun_pow 3) (pow_ne_zero 3 hu)).congr_deriv ?_
    rw [div_eq_div_iff (by positivity) (by positivity)]
    push_cast
    ring
  exact (((ha.const_mul a).fun_add (h1.const_mul b)).fun_add (h2.const_mul c)).fun_add
    (h3.const_mul d)

/-- For `Z > 0` only the arctangent term of `primitive` survives at large momentum. -/
theorem primitive_tendsto {Z : ℝ} (hZ : 0 < Z) (a b c d : ℝ) :
    Tendsto (primitive Z a b c d) atTop (𝓝 (a * (π / 2))) := by
  have hu : Tendsto (fun p : ℝ => (Z ^ 2 + p ^ 2)⁻¹) atTop (𝓝 0) :=
    tendsto_inv_atTop_zero.comp
      (tendsto_atTop_add_const_left _ _ (tendsto_pow_atTop two_ne_zero))
  -- for `p > 0` the first rational term, `p / (Z ^ 2 + p ^ 2)`, is at most `1 / p`
  have h1 : Tendsto (fun p : ℝ => p / (Z ^ 2 + p ^ 2)) atTop (𝓝 0) := by
    refine squeeze_zero' ?_ ?_ tendsto_inv_atTop_zero
    · filter_upwards [eventually_gt_atTop 0] with p hp
      positivity
    · filter_upwards [eventually_gt_atTop 0] with p hp
      have h : p⁻¹ * (Z ^ 2 + p ^ 2) = p⁻¹ * Z ^ 2 + p := by field_simp
      have h' : 0 ≤ p⁻¹ * Z ^ 2 := by positivity
      rw [div_le_iff₀ (by positivity), h]
      linarith
  have ha : Tendsto (fun p : ℝ => Real.arctan (p / Z)) atTop (𝓝 (π / 2)) :=
    (Real.tendsto_arctan_atTop.mono_right nhdsWithin_le_nhds).comp
      (tendsto_id.atTop_div_const hZ)
  have h := (((ha.const_mul a).add (h1.const_mul b)).add ((h1.mul hu).const_mul c)).add
    (((h1.mul hu).mul hu).const_mul d)
  simp only [mul_zero, add_zero] at h
  refine h.congr fun p => ?_
  simp only [primitive, div_eq_mul_inv, ← inv_pow]
  ring

/-- For `Z > 0`, a nonnegative function with antiderivative `primitive` is integrable over
positive momenta, and its integral is `π/2` times the arctangent coefficient. -/
theorem integral_of_primitive {Z a b c d : ℝ} (hZ : 0 < Z) {f : ℝ → ℝ}
    (hf : ∀ p, HasDerivAt (primitive Z a b c d) (f p) p) (hpos : ∀ p, 0 ≤ f p) :
    IntegrableOn f (Ioi 0) ∧ ∫ p in Ioi (0 : ℝ), f p = a * (π / 2) := by
  have hl := primitive_tendsto hZ a b c d
  refine ⟨integrableOn_Ioi_deriv_of_nonneg' (fun p _ => hf p) (fun p _ => hpos p) hl, ?_⟩
  rw [integral_Ioi_of_hasDerivAt_of_nonneg' (fun p _ => hf p) (fun p _ => hpos p) hl]
  simp [primitive]

/-- For `Z > 0` the momentum density is integrable over positive momenta, with integral one. -/
theorem momentumDensity_normalized {Z : ℝ} (hZ : 0 < Z) :
    IntegrableOn (momentumDensity Z) (Ioi 0) ∧
      ∫ p in Ioi (0 : ℝ), momentumDensity Z p = 1 := by
  have h := integral_of_primitive (f := momentumDensity Z) hZ (fun p =>
    (primitive_hasDerivAt hZ (2 / π) (2 * Z / π) (4 * Z ^ 3 / (3 * π))
      (-(16 * Z ^ 5 / (3 * π))) p).congr_deriv (by
        have hu : Z ^ 2 + p ^ 2 ≠ 0 := by positivity
        unfold momentumDensity
        field_simp
        ring)) (fun p => by unfold momentumDensity; positivity)
  exact ⟨h.1, h.2.trans (by field_simp)⟩

/-- For `Z > 0` the mean square momentum exists and equals `Z²`. -/
theorem mean_sq_momentum {Z : ℝ} (hZ : 0 < Z) :
    IntegrableOn (fun p => p ^ 2 * momentumDensity Z p) (Ioi 0) ∧
      ∫ p in Ioi (0 : ℝ), p ^ 2 * momentumDensity Z p = Z ^ 2 := by
  have h := integral_of_primitive (f := fun p => p ^ 2 * momentumDensity Z p) hZ (fun p =>
    (primitive_hasDerivAt hZ (2 * Z ^ 2 / π) (2 * Z ^ 3 / π) (-(28 * Z ^ 5 / (3 * π)))
      (16 * Z ^ 7 / (3 * π)) p).congr_deriv (by
        have hu : Z ^ 2 + p ^ 2 ≠ 0 := by positivity
        unfold momentumDensity
        field_simp
        ring)) (fun p => by unfold momentumDensity; positivity)
  exact ⟨h.1, h.2.trans (by field_simp)⟩

/-- The closed form of the 1s Compton profile for `Z > 0` and every real `q`. -/
theorem comptonProfile_eq {Z : ℝ} (hZ : 0 < Z) (q : ℝ) :
    comptonProfile Z q = 8 * Z ^ 5 / (3 * π * (Z ^ 2 + q ^ 2) ^ 3) := by
  -- an explicit antiderivative of the Compton integrand
  have hd (x : ℝ) : HasDerivAt (fun x => -(16 * Z ^ 5 / (3 * π)) / (Z ^ 2 + x ^ 2) ^ 3)
      (momentumDensity Z x / x) x := by
    have hu : Z ^ 2 + x ^ 2 ≠ 0 := by positivity
    have h0 : HasDerivAt (fun x => Z ^ 2 + x ^ 2) (2 * x) x := by
      simpa using (hasDerivAt_pow 2 x).const_add (Z ^ 2)
    refine ((hasDerivAt_const x (-(16 * Z ^ 5 / (3 * π)))).fun_div (h0.fun_pow 3)
      (pow_ne_zero 3 hu)).congr_deriv ?_
    rcases eq_or_ne x 0 with rfl | hx
    · simp [momentumDensity]
    · rw [show (3 - 1 : ℕ) = 2 from rfl, momentumDensity]
      push_cast
      field_simp
      ring
  have hl : Tendsto (fun x : ℝ => -(16 * Z ^ 5 / (3 * π)) / (Z ^ 2 + x ^ 2) ^ 3)
      atTop (𝓝 0) :=
    tendsto_const_nhds.div_atTop ((tendsto_pow_atTop (by norm_num : (3 : ℕ) ≠ 0)).comp
      (tendsto_atTop_add_const_left _ _ (tendsto_pow_atTop two_ne_zero)))
  rw [comptonProfile, integral_Ioi_of_hasDerivAt_of_nonneg' (fun x _ => hd x)
    (fun x hx => ?_) hl, sq_abs]
  · generalize Z ^ 2 + q ^ 2 = u
    ring
  · have hx' : 0 < x := lt_of_le_of_lt (abs_nonneg q) hx
    unfold momentumDensity
    positivity

/-- The hydrogen 1s momentum density integrates to one, has mean square momentum one, and
gives the stated Compton profile for `q > 0`, in atomic units. -/
theorem hydrogen_1s_momentum :
    (∫ p in Ioi (0 : ℝ), 32 / π * (p ^ 2 / (1 + p ^ 2) ^ 4) = 1) ∧
    (∫ p in Ioi (0 : ℝ), p ^ 2 * (32 / π * (p ^ 2 / (1 + p ^ 2) ^ 4)) = 1) ∧
    ∀ q : ℝ, 0 < q → 1 / 2 * ∫ p in Ioi q, 32 / π * (p ^ 2 / (1 + p ^ 2) ^ 4) / p
      = 8 / (3 * π * (1 + q ^ 2) ^ 3) := by
  have h (p : ℝ) : momentumDensity 1 p = 32 / π * (p ^ 2 / (1 + p ^ 2) ^ 4) := by
    simp only [momentumDensity, one_pow, mul_one]
    generalize 1 + p ^ 2 = u
    ring
  refine ⟨?_, ?_, fun q hq => ?_⟩
  · simpa only [h] using (momentumDensity_normalized (Z := 1) one_pos).2
  · simpa only [h, one_pow] using (mean_sq_momentum (Z := 1) one_pos).2
  · simpa only [comptonProfile, h, abs_of_pos hq, one_pow, mul_one] using
      comptonProfile_eq (Z := 1) one_pos q

end

end HydrogenMomentum
```

```lean
#print axioms HydrogenMomentum.hydrogen_1s_momentum
```

```
'HydrogenMomentum.hydrogen_1s_momentum' depends on axioms: [propext, Classical.choice, Quot.sound]
```

## Three integrals of one density

The density is the function `momentumDensity Z p`,

$$I_Z(p)=\frac{32\,Z^5p^2}{\pi\,(Z^2+p^2)^4}.$$

It is a radial density: $I_Z(p)\,dp$ is the probability of finding the magnitude of the momentum between $p$ and $p+dp$, so the factor $4\pi p^2$ from the spherical shell is already included. In Lean, `Z` and `p` are real numbers, `Ioi 0` is the open interval $(0,\infty)$, and the condition `0 < Z` is the only hypothesis on the charge, which need not be an integer.

With that hypothesis, the file proves three general statements.

- `momentumDensity_normalized`: $I_Z$ is integrable on $(0,\infty)$ and $\int_0^\infty I_Z(p)\,dp=1$.
- `mean_sq_momentum`: $p^2I_Z(p)$ is integrable there and $\int_0^\infty p^2I_Z(p)\,dp=Z^2$.
- `comptonProfile_eq`: for every real $q$,

$$\frac12\int_{|q|}^\infty \frac{I_Z(p)}{p}\,dp=\frac{8Z^5}{3\pi\,(Z^2+q^2)^3}.$$

The left-hand side of the last equation is the definition of `comptonProfile Z q`. The final theorem, `hydrogen_1s_momentum`, is the case $Z=1$ with all definitions written out. It gives the values $1$ and $1$ for the first two integrals and, for $q>0$, the profile $8/(3\pi(1+q^2)^3)$. For positive $q$ the absolute value in the lower limit is not needed, so it is absent there.

## From the 1s orbital to the density and the profile

The physical system is one non-relativistic electron bound to a fixed point nucleus, with momentum measured in units of $\hbar/a_0$, where $a_0$ is the Bohr radius. The normalised ground-state orbital is $\psi(r)=\sqrt{Z^3/\pi}\,e^{-Zr}$, with $r$ the distance from the nucleus. After the angular integration, its Fourier transform is

$$\varphi(p)=\frac{1}{(2\pi)^{3/2}}\sqrt{\frac{Z^3}{\pi}}\;\frac{4\pi}{p}\int_0^\infty r\,e^{-Zr}\sin(pr)\,dr .$$

The remaining integral is $2Zp/(Z^2+p^2)^2$, and therefore

$$\varphi(p)=\frac{2\sqrt2\,Z^{5/2}}{\pi\,(Z^2+p^2)^2},\qquad 4\pi p^2|\varphi(p)|^2=\frac{32Z^5p^2}{\pi(Z^2+p^2)^4}.$$

The constant $32Z^5/\pi$ in the Lean definition thus comes from the normalised orbital, its Fourier transform and the factor $4\pi$ of the spherical shell.

The Compton profile is the distribution of one Cartesian component of the electron's momentum. The letter $q$ denotes the value of that component, not the momentum transferred in a scattering event. To obtain the profile, one integrates the three-dimensional density $n(p)=|\varphi(p)|^2$ over the plane on which the component equals $q$. If $\rho$ is the distance from the axis in this plane, then $p^2=\rho^2+q^2$ and $\rho\,d\rho=p\,dp$, so

$$\int_0^\infty n\!\left(\sqrt{\rho^2+q^2}\right)2\pi\rho\,d\rho=2\pi\int_{|q|}^\infty n(p)\,p\,dp=\frac12\int_{|q|}^\infty\frac{I_Z(p)}{p}\,dp .$$

The last step uses $I_Z(p)=4\pi p^2n(p)$. The passage from the orbital to the two Lean definitions, by the Fourier transform and this plane integral, is an input to the theorems and has not been formalised.

For a one-electron atom or ion in its ground state, in this non-relativistic model, half the mean square momentum is the mean kinetic energy, $Z^2/2$ hartree. The closed forms also provide reference values for a numerical momentum-space density or a radial quadrature applied to that one-electron system.

## The antiderivatives worked out

Write $u=Z^2+p^2$. Both the norm and the second moment are integrals of rational functions with powers of $u$ in the denominator, so an antiderivative is sought in the form

$$F(p)=a\arctan\frac pZ+b\,\frac pu+c\,\frac p{u^2}+d\,\frac p{u^3}$$

with constants $a,b,c,d$. The arctangent has derivative $\frac{1/Z}{1+p^2/Z^2}=\frac Zu$. For $k=1,2,3$ the quotient rule gives

$$\frac{d}{dp}\frac{p}{u^k}=\frac{1}{u^k}-\frac{2kp^2}{u^{k+1}}=\frac{Z^2-(2k-1)p^2}{u^{k+1}}=\frac{2kZ^2}{u^{k+1}}-\frac{2k-1}{u^k},$$

where the last form uses $p^2=u-Z^2$. Collecting powers of $1/u$,

$$F'=\frac{aZ-b}{u}+\frac{2Z^2b-3c}{u^2}+\frac{4Z^2c-5d}{u^3}+\frac{6Z^2d}{u^4}.$$

**Norm.** The integrand is $I_Z=\frac{32Z^5}{\pi}\left(\frac1{u^3}-\frac{Z^2}{u^4}\right)$. Matching coefficients from the highest power down gives

$$d=-\frac{16Z^5}{3\pi},\quad c=\frac{4Z^3}{3\pi},\quad b=\frac{2Z}{\pi},\quad a=\frac2\pi .$$

At $p=0$ every term of $F$ vanishes. As $p\to\infty$ the rational terms vanish and the arctangent tends to $\pi/2$. The integral is therefore $a\pi/2=1$.

**Second moment.** Now $p^2I_Z=\frac{32Z^5}{\pi}\left(\frac1{u^2}-\frac{2Z^2}{u^3}+\frac{Z^4}{u^4}\right)$, and the same matching gives

$$d=\frac{16Z^7}{3\pi},\quad c=-\frac{28Z^5}{3\pi},\quad b=\frac{2Z^3}{\pi},\quad a=\frac{2Z^2}\pi .$$

The integral is $a\pi/2=Z^2$.

**Compton profile.** Dividing $I_Z$ by $p$ leaves a single factor $p$ in the numerator, which is half the derivative of $u$. No arctangent is needed:

$$\frac{d}{dp}\left(-\frac{16Z^5}{3\pi u^3}\right)=\frac{32Z^5p}{\pi u^4}=\frac{I_Z(p)}{p}.$$

The antiderivative tends to zero at infinity, so the integral from $|q|$ is $\frac{16Z^5}{3\pi(Z^2+q^2)^3}$. Half of this is the stated profile.

## The same calculation in Lean

The function $F$ is called `primitive`, with the four coefficients as arguments. The lemma `primitive_hasDerivAt` differentiates its terms one at a time and adds the results. Its local facts `ha`, `h1`, `h2` and `h3` are the derivatives of the arctangent and of $p/u^k$ for $k=1,2,3$, in the form with numerator $Z^2-(2k-1)p^2$.

The limit at infinity is `primitive_tendsto`. For $p>0$ the inequality $0\le p/u\le 1/p$ squeezes the first rational term to zero. The other two are this term multiplied by $1/u$ once or twice, and $1/u$ also tends to zero. What remains is $a\pi/2$.

The lemma `integral_of_primitive` joins the derivative to the limit. When a nonnegative function has an antiderivative with a finite limit at infinity, that antiderivative is nondecreasing and bounded on the half-line, which makes the function integrable. Its integral is then the limit minus the value at the lower end. Mathlib supplies both conclusions, and `simp` evaluates $F(0)=0$.

In `momentumDensity_normalized` and `mean_sq_momentum`, the coefficients found above are passed to `primitive_hasDerivAt`. The tactics `field_simp` and `ring` clear denominators and confirm that the resulting derivative is the required integrand; this replaces the matching of coefficients. The tactic `positivity` shows that the integrand is nonnegative, and a last `field_simp` simplifies $a\pi/2$.

The proof of `comptonProfile_eq` has its own antiderivative. The fact `hd` is its derivative and `hl` its limit. The point $x=0$ is treated separately, because at $q=0$ it is the lower end of the integration range: Lean evaluates $I_Z(0)/0$ as $0$, which agrees with the derivative there. The rewrite `sq_abs` replaces $|q|^2$ by $q^2$.

For the final theorem, the fact `h` identifies `momentumDensity 1 p` with the written-out density $\frac{32}{\pi}\frac{p^2}{(1+p^2)^4}$. The three general results at $Z=1$ then give its three parts, with `abs_of_pos` replacing $|q|$ by $q$ in the last.
